# For a product coupling, the instantaneous Hartree error is the product of two fluctuation norms

Two distinguishable subsystems in normalised states \(u\) and \(v\) are coupled by a product \(A\otimes B\), and each may also have a one-body term, \(h\) or \(k\). The full Hamiltonian is

\[
H = h\otimes 1 + 1\otimes k + A\otimes B .
\]

The distance from \(H(u\otimes v)\) to the space of all vectors \(x\otimes v+u\otimes y\) is

\[
\varepsilon = \bigl\|(A-\langle u,Au\rangle)u\bigr\|\;\bigl\|(B-\langle v,Bv\rangle)v\bigr\| .
\]

The one-body terms do not enter. For Hermitian \(A\) and \(B\), \(\varepsilon^2\) is the product of the two variances.

In the time-dependent Hartree method the state is kept in product form, while the Schrödinger equation (with \(\hbar=1\)) asks it to move with velocity \(-iH(u\otimes v)\). A product state can only move along vectors \(x\otimes v+u\otimes y\), so some of the required velocity is generally lost, and \(\varepsilon\) is the size of the smallest possible loss. For two subsystems with a single product coupling, this gives a local error indicator that needs only quantities computed in each subsystem separately.

## Two subsystems and the directions open to a product state

The state spaces \(E\) and \(F\) are complex inner product spaces. Lean's inner product `inner ℂ u w` is conjugate-linear in the first argument, as in Dirac notation.

```lean
import Mathlib

open scoped TensorProduct

namespace HartreeError

noncomputable section

variable {E F : Type*} [NormedAddCommGroup E] [InnerProductSpace ℂ E]
  [NormedAddCommGroup F] [InnerProductSpace ℂ F]
```

The joint states live in \(E\otimes F\), where \(\langle x\otimes y,x'\otimes y'\rangle=\langle x,x'\rangle\langle y,y'\rangle\). This is the algebraic tensor product, consisting of finite sums of product vectors. In finite dimension it is the whole joint state space. In infinite dimension it is not completed, and operators are linear maps defined on every vector of \(E\) or \(F\). Completeness of \(E\) and \(F\) is not assumed, so unbounded operators are covered when the space is taken to be a common domain that all the operators of that subsystem map into itself, such as the Schwartz functions for position and momentum.

Varying both factors of a product state gives, to first order,

\[
(u+\eta x)\otimes(v+\eta y)=u\otimes v+\eta\,(x\otimes v+u\otimes y)+O(\eta^2).
\]

The set of first-order terms is called `tangent u v`. It is defined as the sum of the range of \(x\mapsto x\otimes v\) and the range of \(y\mapsto u\otimes y\). It is a complex subspace, so the factor \(-i\) in the Schrödinger equation does not change the distance. It also contains \(u\otimes v\) itself, since changes of norm and phase are allowed.

```lean
/-- The space of first-order variations `x ⊗ v + u ⊗ y` of the product state `u ⊗ v`. -/
def tangent (u : E) (v : F) : Submodule ℂ (E ⊗[ℂ] F) :=
  LinearMap.range ((TensorProduct.mk ℂ E F).flip v) ⊔
    LinearMap.range (TensorProduct.mk ℂ E F u)
```

## Fluctuations and the mean-field vector

Write \(\alpha=\langle u,Au\rangle\) and \(\beta=\langle v,Bv\rangle\) for the expectation values in the unit vectors \(u\) and \(v\). The fluctuation vectors are

\[
\delta_A=Au-\alpha u,\qquad \delta_B=Bv-\beta v .
\]

In Lean they are `fluct A u` and `fluct B v`.

```lean
/-- The fluctuation vector `(A - ⟨u, A u⟩) u` of the operator `A` in the state `u`. -/
def fluct (A : E →ₗ[ℂ] E) (u : E) : E := A u - inner ℂ u (A u) • u
```

The variance is \(\langle u,A^2u\rangle-\langle u,Au\rangle^2\). To obtain a real number for any linear map, the definition takes real parts of both expectation values. For Hermitian \(A\) these are real already, and the expression is the textbook variance.

```lean
/-- The expression `⟨u, A² u⟩ - ⟨u, A u⟩²`, with real parts taken of both expectation values. -/
def variance (A : E →ₗ[ℂ] E) (u : E) : ℝ :=
  (inner ℂ u (A (A u))).re - (inner ℂ u (A u)).re ^ 2
```

The Hamiltonian is written as above. Despite its name, `hamiltonian` is not required to be Hermitian: \(h\), \(k\), \(A\) and \(B\) are arbitrary linear maps until Hermiticity is assumed explicitly.

```lean
/-- Two subsystems with one-body terms `h` and `k` and the product coupling `A ⊗ B`. -/
def hamiltonian (h A : E →ₗ[ℂ] E) (k B : F →ₗ[ℂ] F) : E ⊗[ℂ] F →ₗ[ℂ] E ⊗[ℂ] F :=
  TensorProduct.map h LinearMap.id + TensorProduct.map LinearMap.id k + TensorProduct.map A B
```

In the Hartree picture each subsystem feels the coupling averaged over the other. The first is driven by \(h+\beta A\) and the second by \(k+\alpha B\). Adding the two contributions counts the mean coupling \(\alpha\beta\) twice, so it is subtracted once:

\[
m=(hu+\beta Au)\otimes v+u\otimes(kv+\alpha Bv)-\alpha\beta\,u\otimes v .
\]

The name `meanField` refers to this vector \(m\), and not to a potential.

```lean
/-- The Hartree replacement for `H (u ⊗ v)`: each subsystem feels the coupling averaged over
the other one, and the doubly counted mean coupling is subtracted. -/
def meanField (h A : E →ₗ[ℂ] E) (k B : F →ₗ[ℂ] F) (u : E) (v : F) : E ⊗[ℂ] F :=
  (h u + inner ℂ v (B v) • A u) ⊗ₜ[ℂ] v + u ⊗ₜ[ℂ] (k v + inner ℂ u (A u) • B v)
    - (inner ℂ u (A u) * inner ℂ v (B v)) • (u ⊗ₜ[ℂ] v)
```

## What the mean field leaves out

A vector in a sum of two subspaces is a sum of one vector from each. Hence \(z\) belongs to the tangent space exactly when \(z=x\otimes v+u\otimes y\) for some \(x\) and \(y\). The proof unpacks membership in the sum with `Submodule.mem_sup` and reads off \(x\) and \(y\) from the two ranges.

```lean
/-- A vector is tangent at `u ⊗ v` exactly when it has the form `x ⊗ v + u ⊗ y`. -/
theorem mem_tangent (u : E) (v : F) (z : E ⊗[ℂ] F) :
    z ∈ tangent u v ↔ ∃ x y, z = x ⊗ₜ[ℂ] v + u ⊗ₜ[ℂ] y := by
  constructor
  · intro hz
    obtain ⟨a, ⟨x, rfl⟩, b, ⟨y, rfl⟩, hab⟩ := Submodule.mem_sup.1 hz
    exact ⟨x, y, hab.symm⟩
  · rintro ⟨x, y, rfl⟩
    exact Submodule.mem_sup.2 ⟨_, ⟨x, rfl⟩, _, ⟨y, rfl⟩, rfl⟩
```

The fluctuation is orthogonal to the state, because \(u\) has norm one:

\[
\langle u,\delta_A\rangle=\langle u,Au\rangle-\alpha\langle u,u\rangle=\alpha-\alpha=0 .
\]

The same lemma, applied in \(F\), gives \(\langle v,\delta_B\rangle=0\).

```lean
/-- The fluctuation vector of an operator in a unit vector `u` is orthogonal to `u`. -/
theorem inner_fluct (A : E →ₗ[ℂ] E) {u : E} (hu : ‖u‖ = 1) :
    inner ℂ u (fluct A u) = 0 := by
  simp [fluct, inner_self_eq_norm_sq_to_K, hu]
```

Next subtract \(m\) from \(H(u\otimes v)\). The one-body terms \(hu\otimes v\) and \(u\otimes kv\) cancel, and what remains factorises:

\[
\begin{aligned}
H(u\otimes v)-m
&=Au\otimes Bv-\beta\,Au\otimes v-\alpha\,u\otimes Bv+\alpha\beta\,u\otimes v\\
&=(Au-\alpha u)\otimes(Bv-\beta v)=\delta_A\otimes\delta_B .
\end{aligned}
\]

In the proof, `simp only` expands both sides into product vectors with scalar coefficients, and `module` compares the coefficients. This identity is pure algebra and holds without normalisation.

```lean
/-- What the mean field misses of `H (u ⊗ v)` is the product of the two fluctuation vectors. -/
theorem hamiltonian_sub_meanField (h A : E →ₗ[ℂ] E) (k B : F →ₗ[ℂ] F) (u : E) (v : F) :
    hamiltonian h A k B (u ⊗ₜ[ℂ] v) - meanField h A k B u v
      = fluct A u ⊗ₜ[ℂ] fluct B v := by
  simp only [hamiltonian, meanField, fluct, LinearMap.add_apply, TensorProduct.map_tmul,
    LinearMap.id_apply, TensorProduct.add_tmul, TensorProduct.tmul_add, TensorProduct.sub_tmul,
    TensorProduct.tmul_sub, ← TensorProduct.smul_tmul', TensorProduct.tmul_smul]
  module
```

The vector \(m\) is itself tangent. Absorbing the subtracted term into the second factor gives

\[
m=(hu+\beta Au)\otimes v+u\otimes(kv+\alpha Bv-\alpha\beta v),
\]

which has the required form. The proof supplies exactly these two vectors as \(x\) and \(y\).

```lean
/-- The mean-field vector lies in the tangent space at `u ⊗ v`. -/
theorem meanField_mem (h A : E →ₗ[ℂ] E) (k B : F →ₗ[ℂ] F) (u : E) (v : F) :
    meanField h A k B u v ∈ tangent u v := by
  rw [mem_tangent]
  refine ⟨h u + inner ℂ v (B v) • A u, (k v + inner ℂ u (A u) • B v)
    - (inner ℂ u (A u) * inner ℂ v (B v)) • v, ?_⟩
  rw [meanField, TensorProduct.tmul_sub, TensorProduct.tmul_smul]
  abel
```

## Pythagoras for every competing direction

Let \(t\) be any tangent vector. Since \(m\) and \(t\) are both tangent, so is their difference, and \(m-t=x\otimes v+u\otimes y\) for some \(x\) and \(y\). The residual \(\delta_A\otimes\delta_B\) is orthogonal to it:

\[
\langle\delta_A\otimes\delta_B,\,m-t\rangle
=\langle\delta_A,x\rangle\langle\delta_B,v\rangle+\langle\delta_A,u\rangle\langle\delta_B,y\rangle=0 .
\]

Each term contains one factor that vanishes by the orthogonality of fluctuation and state. Splitting \(H(u\otimes v)-t=\delta_A\otimes\delta_B+(m-t)\) and using \(\|\delta_A\otimes\delta_B\|=\|\delta_A\|\|\delta_B\|\), we obtain

\[
\|H(u\otimes v)-t\|^2=\bigl(\|\delta_A\|\|\delta_B\|\bigr)^2+\|m-t\|^2 .
\]

In the Lean proof `horth` is the orthogonality, `hsplit` the splitting and `hp` the theorem of Pythagoras.

```lean
/-- For unit vectors `u`, `v`, the squared error of any tangent vector `t` is the squared product
of the fluctuation norms plus the squared distance of `t` from the mean-field vector. -/
theorem error_pythagoras (h A : E →ₗ[ℂ] E) (k B : F →ₗ[ℂ] F) {u : E} {v : F}
    (hu : ‖u‖ = 1) (hv : ‖v‖ = 1) {t : E ⊗[ℂ] F} (ht : t ∈ tangent u v) :
    ‖hamiltonian h A k B (u ⊗ₜ[ℂ] v) - t‖ ^ 2
      = (‖fluct A u‖ * ‖fluct B v‖) ^ 2 + ‖meanField h A k B u v - t‖ ^ 2 := by
  obtain ⟨x, y, hxy⟩ := (mem_tangent u v _).1
    (Submodule.sub_mem _ (meanField_mem h A k B u v) ht)
  -- the residual is orthogonal to every tangent vector
  have horth : inner ℂ (fluct A u ⊗ₜ[ℂ] fluct B v) (meanField h A k B u v - t) = 0 := by
    rw [hxy, inner_add_right, TensorProduct.inner_tmul, TensorProduct.inner_tmul,
      inner_eq_zero_symm.1 (inner_fluct A hu), inner_eq_zero_symm.1 (inner_fluct B hv)]
    simp
  have hsplit : hamiltonian h A k B (u ⊗ₜ[ℂ] v) - t
      = fluct A u ⊗ₜ[ℂ] fluct B v + (meanField h A k B u v - t) := by
    rw [← hamiltonian_sub_meanField h A k B u v]
    abel
  have hp := norm_add_sq_eq_norm_sq_add_norm_sq_of_inner_eq_zero (𝕜 := ℂ)
    (fluct A u ⊗ₜ[ℂ] fluct B v) (meanField h A k B u v - t) horth
  rw [TensorProduct.norm_tmul] at hp
  rw [hsplit]
  linear_combination hp
```

The last term is zero only for \(t=m\), so the identity also identifies the mean-field vector as the unique best choice.

## The distance formula

The distance from a point to a set is the infimum of the distances to its elements, `Metric.infDist` in Lean. The choice \(t=m\) gives the upper bound

\[
\varepsilon\le\|H(u\otimes v)-m\|=\|\delta_A\|\|\delta_B\| .
\]

For the lower bound, drop the non-negative term \(\|m-t\|^2\) from the Pythagorean identity. Every tangent \(t\) then satisfies \(\|H(u\otimes v)-t\|\ge\|\delta_A\|\|\delta_B\|\). The two halves of `le_antisymm` are these two bounds. In the second, `sq_le_sq₀` passes from the inequality between squares to the one between norms.

The theorem assumes that \(u\) and \(v\) are unit vectors and nothing else about the states or operators.

```lean
/-- Instantaneous Hartree error: for unit vectors `u`, `v`, the distance from `H (u ⊗ v)` to the
tangent space is the product of the norms of the fluctuation vectors of `A` and `B`. -/
theorem hartree_error (h A : E →ₗ[ℂ] E) (k B : F →ₗ[ℂ] F) {u : E} {v : F}
    (hu : ‖u‖ = 1) (hv : ‖v‖ = 1) :
    Metric.infDist (hamiltonian h A k B (u ⊗ₜ[ℂ] v)) (tangent u v : Set (E ⊗[ℂ] F))
      = ‖fluct A u‖ * ‖fluct B v‖ := by
  apply le_antisymm
  · -- the mean-field vector attains the value
    have hle := Metric.infDist_le_dist_of_mem (x := hamiltonian h A k B (u ⊗ₜ[ℂ] v))
      (s := (tangent u v : Set (E ⊗[ℂ] F))) (meanField_mem h A k B u v)
    rwa [dist_eq_norm, hamiltonian_sub_meanField, TensorProduct.norm_tmul] at hle
  · -- no tangent vector does better
    refine (Metric.le_infDist ⟨0, (tangent u v).zero_mem⟩).2 ?_
    intro t ht
    rw [dist_eq_norm]
    refine (sq_le_sq₀ (by positivity) (norm_nonneg _)).1 ?_
    rw [error_pythagoras h A k B hu hv ht]
    exact le_add_of_nonneg_right (sq_nonneg _)
```

The theorem describes a single instant. To apply it to a Hartree trajectory one needs the equation of motion \(i\,\tfrac{d}{dt}(u\otimes v)=m\), which is the Dirac–Frenkel principle for this ansatz. In finite dimension, an exact and a Hartree evolution that start from the same product state then separate at the initial rate \(\varepsilon\).

With \(h=k=0\) the Hamiltonian acts as \(H(u\otimes v)=Au\otimes Bv\), and the formula becomes

\[
\operatorname{dist}\bigl(Au\otimes Bv,\{x\otimes v+u\otimes y\}\bigr)
=\|Au-\alpha u\|\,\|Bv-\beta v\| .
\]

The statement writes the fluctuation vectors out in full, and the proof specialises the general theorem.

```lean
/-- For unit vectors `u`, `v`, the distance from `A u ⊗ B v` to the space of all
`x ⊗ v + u ⊗ y` is `‖(A - ⟨u, A u⟩) u‖ ‖(B - ⟨v, B v⟩) v‖`. -/
theorem product_coupling_error (A : E →ₗ[ℂ] E) (B : F →ₗ[ℂ] F) {u : E} {v : F}
    (hu : ‖u‖ = 1) (hv : ‖v‖ = 1) :
    Metric.infDist (A u ⊗ₜ[ℂ] B v) (tangent u v : Set (E ⊗[ℂ] F))
      = ‖A u - inner ℂ u (A u) • u‖ * ‖B v - inner ℂ v (B v) • v‖ := by
  have e : hamiltonian 0 A 0 B (u ⊗ₜ[ℂ] v) = A u ⊗ₜ[ℂ] B v := by simp [hamiltonian]
  rw [← e]
  exact hartree_error 0 A 0 B hu hv
```

The single product matters here. For a coupling \(\sum_j A_j\otimes B_j\) the same subtraction leaves a sum of fluctuation products, whose norm also depends on the overlaps between them.

## Hermitian couplings and variances

Now let \(A\) be Hermitian, expressed by `A.IsSymmetric`: \(\langle Ax,y\rangle=\langle x,Ay\rangle\) for all \(x,y\). Then \(\alpha\) equals its own complex conjugate and is real. Since \(Au=\delta_A+\alpha u\) with orthogonal summands and \(\|u\|=1\),

\[
\|Au\|^2=\|\delta_A\|^2+\alpha^2 .
\]

Hermiticity also gives \(\|Au\|^2=\langle Au,Au\rangle=\langle u,A^2u\rangle\). Therefore

\[
\|\delta_A\|^2=\langle u,A^2u\rangle-\langle u,Au\rangle^2 .
\]

In the proof, `him` says that \(\alpha\) is real, `hn` that \(|\alpha|^2\) is the square of its real part, and `hAA` that \(\langle u,A^2u\rangle\) has real part \(\|Au\|^2\). Here `him` is used to prove `hn`, and `hAA` is substituted into the goal; the final `linear_combination` then combines `hn` with the Pythagorean identity `hp`.

```lean
/-- For a Hermitian operator and a unit vector, the squared norm of the fluctuation vector is
the variance. -/
theorem norm_fluct_sq {A : E →ₗ[ℂ] E} (hA : A.IsSymmetric) {u : E} (hu : ‖u‖ = 1) :
    ‖fluct A u‖ ^ 2 = variance A u := by
  -- the expectation value is real
  have him : (inner ℂ u (A u)).im = 0 := by
    apply Complex.conj_eq_iff_im.1
    rw [inner_conj_symm]
    exact hA u u
  have horth : inner ℂ (fluct A u) (inner ℂ u (A u) • u) = 0 := by
    rw [inner_smul_right, inner_eq_zero_symm.1 (inner_fluct A hu), mul_zero]
  have hp := norm_add_sq_eq_norm_sq_add_norm_sq_of_inner_eq_zero _ _ horth
  have hsum : fluct A u + inner ℂ u (A u) • u = A u := by simp [fluct]
  have hn : ‖inner ℂ u (A u)‖ ^ 2 = (inner ℂ u (A u)).re ^ 2 := by
    rw [Complex.sq_norm, Complex.normSq_apply, him]
    ring
  have hAA : (inner ℂ u (A (A u))).re = ‖A u‖ ^ 2 := by
    rw [← hA u (A u), inner_self_eq_norm_sq_to_K]
    norm_cast
  rw [hsum, norm_smul, hu, mul_one] at hp
  rw [variance, hAA]
  linear_combination -hn - hp
```

Squaring the distance formula and applying this result in both subsystems gives

\[
\varepsilon^2=\bigl(\langle u,A^2u\rangle-\langle u,Au\rangle^2\bigr)\bigl(\langle v,B^2v\rangle-\langle v,Bv\rangle^2\bigr).
\]

Only \(A\) and \(B\) have to be Hermitian for this; \(h\) and \(k\) remain arbitrary.

```lean
/-- For Hermitian `A`, `B` and unit vectors `u`, `v`, the squared Hartree error is the variance
of `A` in `u` times the variance of `B` in `v`. -/
theorem hartree_error_sq (h : E →ₗ[ℂ] E) (k : F →ₗ[ℂ] F) {A : E →ₗ[ℂ] E} {B : F →ₗ[ℂ] F}
    (hA : A.IsSymmetric) (hB : B.IsSymmetric) {u : E} {v : F} (hu : ‖u‖ = 1) (hv : ‖v‖ = 1) :
    Metric.infDist (hamiltonian h A k B (u ⊗ₜ[ℂ] v)) (tangent u v : Set (E ⊗[ℂ] F)) ^ 2
      = variance A u * variance B v := by
  rw [hartree_error h A k B hu hv, mul_pow, norm_fluct_sq hA hu, norm_fluct_sq hB hv]
```

## When a product state loses nothing

A product of two norms vanishes exactly when one of the vectors does. If \(\delta_A=0\), then \(Au=\alpha u\), and \(u\) is an eigenvector of \(A\). Conversely, if \(Au=au\) for some complex \(a\), then \(\alpha=a\langle u,u\rangle=a\) and \(\delta_A=0\). The same holds for \(B\) and \(v\).

One sharp coupling variable is therefore enough: if \(u\) is an eigenvector of \(A\), the second subsystem feels a definite field \(aB\), however widely \(B\) is spread in \(v\). This is a condition at one instant, and \(h\) may drive \(u\) out of the eigenspace afterwards.

The proof mirrors the argument: `mul_eq_zero` and `norm_eq_zero` reduce the claim to \(\delta_A=0\) or \(\delta_B=0\), and the two directions are then treated case by case. Hermiticity is not assumed, so the eigenvalues are allowed to be complex.

```lean
/-- For unit vectors `u`, `v`, the Hartree error vanishes exactly when `u` is an eigenvector of
`A` or `v` is an eigenvector of `B`. -/
theorem hartree_error_eq_zero_iff (h A : E →ₗ[ℂ] E) (k B : F →ₗ[ℂ] F) {u : E} {v : F}
    (hu : ‖u‖ = 1) (hv : ‖v‖ = 1) :
    Metric.infDist (hamiltonian h A k B (u ⊗ₜ[ℂ] v)) (tangent u v : Set (E ⊗[ℂ] F)) = 0
      ↔ (∃ a : ℂ, A u = a • u) ∨ (∃ b : ℂ, B v = b • v) := by
  rw [hartree_error h A k B hu hv, mul_eq_zero, norm_eq_zero, norm_eq_zero]
  constructor
  · rintro (h0 | h0)
    · exact Or.inl ⟨_, sub_eq_zero.1 h0⟩
    · exact Or.inr ⟨_, sub_eq_zero.1 h0⟩
  · rintro (⟨a, ha⟩ | ⟨b, hb⟩)
    · left
      simp [fluct, ha, inner_self_eq_norm_sq_to_K, hu]
    · right
      simp [fluct, hb, inner_self_eq_norm_sq_to_K, hv]

end

end HartreeError
```

```lean
#print axioms HartreeError.hartree_error
#print axioms HartreeError.product_coupling_error
#print axioms HartreeError.hartree_error_sq
#print axioms HartreeError.hartree_error_eq_zero_iff
```

```
'HartreeError.hartree_error' depends on axioms: [propext, Classical.choice, Quot.sound]
'HartreeError.product_coupling_error' depends on axioms: [propext, Classical.choice, Quot.sound]
'HartreeError.hartree_error_sq' depends on axioms: [propext, Classical.choice, Quot.sound]
'HartreeError.hartree_error_eq_zero_iff' depends on axioms: [propext, Classical.choice, Quot.sound]
```
